# Bounded Hamiltonians with $H^jv=K^jv$ for all $j<m$ evolve $v$ alike up to an error of order $t^m$

## Does the edge of the cell spoil the signal at once?

To propagate an electron that starts on one site of a long tight-binding chain, I cut out a finite cell around that site, build its Hamiltonian and run the dynamics until the edge begins to matter. What bothers me is that $e^{-itH}$ generally puts some amplitude on distant sites at any $t>0$, however small. So the edge is felt immediately. Why can I still trust the early dynamics, and how large must the cell be for a given time?

## The edge enters only at order $t^m$

The edge is felt immediately, but weakly. Let $H$ be the full Hamiltonian and $K$ that of the cell, extended by zero to the sites outside, so that both act on the same space. Set $\hbar=1$, let both operator norms be at most $M$, and suppose that the initial state $v$ satisfies $H^jv=K^jv$ for all $j<m$. Then
$$\|e^{-itH}v-e^{-itK}v\|\le \frac{2(M|t|)^m}{m!}\,\|v\| .$$

**Derivation.** Subtract the first $m$ terms of the power series:
$$R_m(z)v=e^{zH}v-\sum_{j<m}\frac{z^j}{j!}H^jv .$$
Differentiation turns each term of the series into the previous one, acting on $Hv$, and removes the constant term. Hence
$$\frac{d}{dz}R_{m+1}(z)v=R_m(z)Hv .$$

For $m=0$ nothing is subtracted, and unitarity gives $\|R_0(-ist)v\|=\|v\|$ for $0\le s\le1$. Assume now that $\|R_m(-ist)w\|\le (s|t|)^m\|H^mw\|/m!$ for every $w$. Since $R_{m+1}(0)v=0$, taking $w=Hv$ gives
$$\|R_{m+1}(-ist)v\|\le |t|\int_0^s\frac{(r|t|)^m}{m!}\|H^{m+1}v\|\,dr=\frac{(s|t|)^{m+1}}{(m+1)!}\|H^{m+1}v\| .$$
At $s=1$ this is the remainder bound. It has no factor $e^{M|t|}$, because the induction starts from a unitary evolution.

The same bound holds for $K$. The subtracted sums for $H$ and $K$ are equal by hypothesis, so the two evolved states differ by the difference of their remainders. The triangle inequality and $\|H^mv\|,\|K^mv\|\le M^m\|v\|$ finish the estimate.

**From hops to powers.** Let $S_k$ contain the states within $k$ hops of the starting region. If $v\in S_0$ and $H$ maps $S_k$ into $S_{k+1}$, then $H^kv\in S_k$. If $H$ and $K$ also agree on $S_k$ whenever $k+1<m$, then
$$H^{k+1}v=H(H^kv)=K(H^kv)=K(K^kv)=K^{k+1}v\qquad(k+1<m),$$
by induction on $k$. A cell that holds all sites at distance at most $m-1$ is large enough: only its outermost sites have lost a hop, and agreement is needed only up to distance $m-2$.

**In an actual run.** Take hopping amplitude 1 and zero on-site energies, so that $M=2$, and propagate to $t=2$. With $m=20$ the cell has 39 sites centred on the starting site, and the bound for a normalised state is $2\cdot4^{20}/20!\approx9\times10^{-7}$. In general, one raises $m$ until the bound falls below the tolerance. The cell found in this way is sufficient, but a smaller one may do, since the true error can lie well below the bound. Going from $m$ to $m+1$ multiplies the bound by $M|t|/(m+1)$, so once $m$ exceeds $eM|t|$ each further step reduces it at least by a factor $e$; how many steps are needed depends on the tolerance.

## What the formal statement says

`E` is a complex Hilbert space of any dimension, and `E →L[ℂ] E` is the type of bounded operators on it, with the operator norm. Hermitian matrices are the case of a finite-dimensional `E`. `IsSelfAdjoint` expresses hermiticity, `propagator H t` is $e^{-itH}$, and `remainder H m z v` is $R_m(z)v$.

`early_dynamics_error` takes the equality of powers as the hypothesis `hpow`; `finite_cell_error` derives it from the hopping structure, with the subspaces `S k` in the role of $S_k$. The vector need not be normalised, hence the factor `‖v‖`. For $m=0$ the bound is simply $2\|v\|$.

The Hamiltonians are bounded and time-independent, which suits tight-binding models but excludes the continuum kinetic energy. In an interacting many-body model, $M$ typically grows with the system, and the bound weakens accordingly.

```lean
import Mathlib

open Finset Matrix

set_option maxHeartbeats 400000

namespace FiniteCellPropagation

noncomputable section

variable {E : Type*} [NormedAddCommGroup E] [InnerProductSpace ℂ E] [CompleteSpace E]

/-- The time-evolution operator `exp(-itH)` of a bounded Hamiltonian `H`, with `ħ = 1`. -/
def propagator (H : E →L[ℂ] E) (t : ℝ) : E →L[ℂ] E :=
  NormedSpace.exp ((-(Complex.I * (t : ℂ))) • H)

/-- What is left of `exp(zH) v` after subtracting the first `m` terms of its power series. -/
def remainder (H : E →L[ℂ] E) (m : ℕ) (z : ℂ) (v : E) : E :=
  NormedSpace.exp (z • H) v - ∑ j ∈ range m, (z ^ j / (j.factorial : ℂ)) • (H ^ j) v

/-- Time evolution under a self-adjoint Hamiltonian is unitary. -/
theorem propagator_mem_unitary {H : E →L[ℂ] E} (hH : IsSelfAdjoint H) (t : ℝ) :
    propagator H t ∈ unitary (E →L[ℂ] E) := by
  have hc : star (-(Complex.I * (t : ℂ))) = -(-(Complex.I * (t : ℂ))) := by
    simp [mul_comm]
  have hskew : (-(Complex.I * (t : ℂ))) • H ∈ skewAdjoint (E →L[ℂ] E) := by
    rw [skewAdjoint.mem_iff, star_smul, hH.star_eq, hc, neg_smul]
  let _ : NormedAlgebra ℚ (E →L[ℂ] E) := NormedAlgebra.restrictScalars ℚ ℂ (E →L[ℂ] E)
  exact NormedSpace.exp_mem_unitary_of_mem_skewAdjoint hskew

/-- Time evolution under a self-adjoint Hamiltonian preserves the norm of every state. -/
theorem norm_propagator {H : E →L[ℂ] E} (hH : IsSelfAdjoint H) (t : ℝ) (v : E) :
    ‖propagator H t v‖ = ‖v‖ :=
  ContinuousLinearMap.norm_map_of_mem_unitary (propagator_mem_unitary hH t) v

/-- The derivative of the series remainder of order `m + 1` on `v` is the remainder of
order `m` on `H v`. -/
theorem hasDerivAt_remainder (H : E →L[ℂ] E) (m : ℕ) (v : E) (u : ℂ) :
    HasDerivAt (fun z : ℂ => remainder H (m + 1) z v) (remainder H m u (H v)) u := by
  have he : HasDerivAt (fun z : ℂ => NormedSpace.exp (z • H) v)
      (NormedSpace.exp (u • H) (H v)) u :=
    ((hasDerivAt_exp_smul_const H u).clm_apply (hasDerivAt_const u v)).congr_deriv (by simp)
  -- each term of the series differentiates to the previous one
  have hterm : ∀ j : ℕ, HasDerivAt
      (fun z : ℂ => (z ^ (j + 1) / ((j + 1).factorial : ℂ)) • (H ^ (j + 1)) v)
      ((u ^ j / (j.factorial : ℂ)) • (H ^ j) (H v)) u := by
    intro j
    have h1 : HasDerivAt (fun z : ℂ => z ^ (j + 1) / ((j + 1).factorial : ℂ))
        (u ^ j / (j.factorial : ℂ)) u := by
      refine ((hasDerivAt_pow (j + 1) u).div_const ((j + 1).factorial : ℂ)).congr_deriv ?_
      have hf : (j.factorial : ℂ) ≠ 0 := by exact_mod_cast j.factorial_ne_zero
      have hj : (j : ℂ) + 1 ≠ 0 := by exact_mod_cast j.succ_ne_zero
      rw [Nat.factorial_succ, Nat.add_sub_cancel]
      push_cast
      field_simp
    have e : (H ^ (j + 1)) v = (H ^ j) (H v) := by rw [pow_succ]; rfl
    rw [e]
    exact h1.smul_const _
  have hfun : (fun z : ℂ => ∑ j ∈ range (m + 1), (z ^ j / (j.factorial : ℂ)) • (H ^ j) v) =
      fun z : ℂ =>
        (∑ j ∈ range m, (z ^ (j + 1) / ((j + 1).factorial : ℂ)) • (H ^ (j + 1)) v) + v := by
    funext z
    rw [sum_range_succ']
    simp
  have ht := (HasDerivAt.fun_sum (u := range m) (fun j _ => hterm j)).add_const v
  rw [← hfun] at ht
  exact he.fun_sub ht

/-- For a self-adjoint Hamiltonian, cutting the short-time expansion after `m` terms costs
at most `|t|^m / m!` times the norm of `H^m v`. -/
theorem norm_remainder_le {H : E →L[ℂ] E} (hH : IsSelfAdjoint H) (t : ℝ) (m : ℕ) (v : E) :
    ‖remainder H m (-(Complex.I * (t : ℂ))) v‖
      ≤ |t| ^ m / (m.factorial : ℝ) * ‖(H ^ m) v‖ := by
  -- follow the remainder along the times `s * t`, starting from `s = 0`
  have key : ∀ (m : ℕ) (v : E) (s : ℝ), 0 ≤ s →
      ‖remainder H m (-(Complex.I * ((s * t : ℝ) : ℂ))) v‖
        ≤ (s * |t|) ^ m / (m.factorial : ℝ) * ‖(H ^ m) v‖ := by
    intro m
    induction m with
    | zero =>
      intro v s _
      have h := (norm_propagator hH (s * t) v).le
      simpa [remainder, propagator] using h
    | succ m ih =>
      intro v s hs
      have e : (H ^ (m + 1)) v = (H ^ m) (H v) := by rw [pow_succ]; rfl
      have hd : ∀ r : ℝ, HasDerivAt
          (fun r : ℝ => remainder H (m + 1) (-(Complex.I * ((r * t : ℝ) : ℂ))) v)
          ((-(Complex.I * (t : ℂ))) •
            remainder H m (-(Complex.I * ((r * t : ℝ) : ℂ))) (H v)) r := by
        intro r
        have hc : HasDerivAt (fun r : ℝ => -(Complex.I * ((r * t : ℝ) : ℂ)))
            (-(Complex.I * (t : ℂ))) r :=
          ((hasDerivAt_mul_const t).ofReal_comp.const_mul Complex.I).fun_neg
        exact (hasDerivAt_remainder H m v (-(Complex.I * ((r * t : ℝ) : ℂ)))).scomp r hc
      have hB : ∀ r : ℝ, HasDerivAt
          (fun r : ℝ => (r * |t|) ^ (m + 1) / ((m + 1).factorial : ℝ) * ‖(H ^ (m + 1)) v‖)
          (|t| * ((r * |t|) ^ m / (m.factorial : ℝ) * ‖(H ^ (m + 1)) v‖)) r := by
        intro r
        refine ((((hasDerivAt_mul_const |t|).fun_pow (m + 1)).div_const
          ((m + 1).factorial : ℝ)).mul_const ‖(H ^ (m + 1)) v‖).congr_deriv ?_
        have hf : (m.factorial : ℝ) ≠ 0 := by exact_mod_cast m.factorial_ne_zero
        have hm : (m : ℝ) + 1 ≠ 0 := by positivity
        rw [Nat.factorial_succ, Nat.add_sub_cancel]
        push_cast
        field_simp
      refine image_norm_le_of_norm_deriv_right_le_deriv_boundary (a := 0) (b := s)
        (fun r _ => (hd r).continuousAt.continuousWithinAt)
        (fun r _ => (hd r).hasDerivWithinAt) ?_ hB ?_ ⟨hs, le_refl s⟩
      · simp [remainder, sum_range_succ']
      · intro r hr
        have hn : ‖-(Complex.I * (t : ℂ))‖ = |t| := by simp
        rw [norm_smul, hn, e]
        exact mul_le_mul_of_nonneg_left (ih (H v) r hr.1) (abs_nonneg t)
  simpa only [one_mul] using key m v 1 zero_le_one

/-- If two self-adjoint Hamiltonians of norm at most `M` satisfy `H^j v = K^j v` for all
`j < m`, the states evolved from `v` differ at time `t` by at most `2 (M|t|)^m / m!` times
the norm of `v`. -/
theorem early_dynamics_error {H K : E →L[ℂ] E} (hH : IsSelfAdjoint H) (hK : IsSelfAdjoint K)
    {M : ℝ} (hHM : ‖H‖ ≤ M) (hKM : ‖K‖ ≤ M) {m : ℕ} {v : E}
    (hpow : ∀ j < m, (H ^ j) v = (K ^ j) v) (t : ℝ) :
    ‖propagator H t v - propagator K t v‖
      ≤ 2 * (M * |t|) ^ m / (m.factorial : ℝ) * ‖v‖ := by
  have hM : 0 ≤ M := (norm_nonneg H).trans hHM
  have hgrow : ∀ A : E →L[ℂ] E, ‖A‖ ≤ M → ∀ k : ℕ, ‖(A ^ k) v‖ ≤ M ^ k * ‖v‖ := by
    intro A hA k
    induction k with
    | zero => simp
    | succ k ih =>
      rw [pow_succ']
      calc ‖A ((A ^ k) v)‖ ≤ ‖A‖ * ‖(A ^ k) v‖ := A.le_opNorm _
        _ ≤ M * (M ^ k * ‖v‖) := mul_le_mul hA ih (norm_nonneg _) hM
        _ = M ^ (k + 1) * ‖v‖ := by ring
  have hrem : ∀ A : E →L[ℂ] E, IsSelfAdjoint A → ‖A‖ ≤ M →
      ‖remainder A m (-(Complex.I * (t : ℂ))) v‖
        ≤ |t| ^ m / (m.factorial : ℝ) * (M ^ m * ‖v‖) := fun A hA hAM =>
    (norm_remainder_le hA t m v).trans
      (mul_le_mul_of_nonneg_left (hgrow A hAM m) (by positivity))
  -- the truncated expansions agree, so only the remainders differ
  have hdiff : propagator H t v - propagator K t v
      = remainder H m (-(Complex.I * (t : ℂ))) v
        - remainder K m (-(Complex.I * (t : ℂ))) v := by
    have hs : ∑ j ∈ range m, ((-(Complex.I * (t : ℂ))) ^ j / (j.factorial : ℂ)) • (H ^ j) v
        = ∑ j ∈ range m, ((-(Complex.I * (t : ℂ))) ^ j / (j.factorial : ℂ)) • (K ^ j) v :=
      sum_congr rfl fun j hj => by rw [hpow j (mem_range.1 hj)]
    rw [remainder, remainder, hs, sub_sub_sub_cancel_right, propagator, propagator]
  rw [hdiff]
  refine (norm_sub_le _ _).trans
    ((add_le_add (hrem H hH hHM) (hrem K hK hKM)).trans_eq ?_)
  rw [mul_pow]
  ring

/-- Let `S k` hold the states within `k` hops of a starting region, let `H` map `S k` into
`S (k + 1)`, and let `H` and `K` agree on `S k` whenever `k + 1 < m`. For self-adjoint `H`, `K`
of norm at most `M`, a state `v` in `S 0` evolves equally up to `2 (M|t|)^m / m!` times its
norm. -/
theorem finite_cell_error {H K : E →L[ℂ] E} (hH : IsSelfAdjoint H) (hK : IsSelfAdjoint K)
    {M : ℝ} (hHM : ‖H‖ ≤ M) (hKM : ‖K‖ ≤ M) {m : ℕ} {v : E} (S : ℕ → Submodule ℂ E)
    (hv : v ∈ S 0) (hop : ∀ k, ∀ x ∈ S k, H x ∈ S (k + 1))
    (agree : ∀ k, k + 1 < m → ∀ x ∈ S k, H x = K x) (t : ℝ) :
    ‖propagator H t v - propagator K t v‖
      ≤ 2 * (M * |t|) ^ m / (m.factorial : ℝ) * ‖v‖ := by
  -- after `k` applications of `H` the state has moved at most `k` hops
  have mem : ∀ k, (H ^ k) v ∈ S k := by
    intro k
    induction k with
    | zero => simpa using hv
    | succ k ih => rw [pow_succ']; exact hop k _ ih
  refine early_dynamics_error hH hK hHM hKM (fun k => ?_) t
  induction k with
  | zero => intro _; simp
  | succ k ih =>
    intro hk
    rw [pow_succ', pow_succ']
    change H ((H ^ k) v) = K ((K ^ k) v)
    rw [← ih (by omega)]
    exact agree k hk _ (mem k)

/-- Nearest-neighbour hopping on a row of three sites. -/
def chain : Matrix (Fin 3) (Fin 3) ℂ := !![0, 1, 0; 1, 0, 1; 0, 1, 0]

/-- The same hopping with the third site cut off. -/
def cell : Matrix (Fin 3) (Fin 3) ℂ := !![0, 1, 0; 1, 0, 0; 0, 0, 0]

/-- The three-site chain and its two-site cell are Hermitian, and their powers below the second
agree on a particle at the first site, while their squares do not. -/
theorem early_dynamics_witness :
    chain.IsHermitian ∧ cell.IsHermitian ∧
    (∀ j < 2, (chain ^ j) *ᵥ ![1, 0, 0] = (cell ^ j) *ᵥ ![1, 0, 0]) ∧
    (chain ^ 2) *ᵥ ![1, 0, 0] ≠ (cell ^ 2) *ᵥ ![1, 0, 0] := by
  refine ⟨?_, ?_, fun j hj => ?_, fun h => ?_⟩
  · ext i j
    fin_cases i <;> fin_cases j <;> simp [chain]
  · ext i j
    fin_cases i <;> fin_cases j <;> simp [cell]
  · interval_cases j
    · simp
    · ext i
      fin_cases i <;> simp [chain, cell, Matrix.mulVec, dotProduct, Fin.sum_univ_succ]
  · -- the second hop reaches the third site only in the full chain
    have h2 := congrFun h 2
    simp [pow_two, chain, cell, Matrix.mulVec, dotProduct, Matrix.mul_apply,
      Fin.sum_univ_succ] at h2

end

end FiniteCellPropagation
```

```lean
#print axioms FiniteCellPropagation.early_dynamics_error
-- 'FiniteCellPropagation.early_dynamics_error' depends on axioms: [propext, Classical.choice, Quot.sound]
#print axioms FiniteCellPropagation.finite_cell_error
-- 'FiniteCellPropagation.finite_cell_error' depends on axioms: [propext, Classical.choice, Quot.sound]
```

## How the Lean proof runs

`propagator_mem_unitary` shows that $-itH$ is skew-adjoint, so its exponential is unitary; `norm_propagator` draws the conclusion for norms. `hasDerivAt_remainder` is the derivative rule for $R_{m+1}$: `hterm` differentiates one term, and `sum_range_succ'` splits off the constant term $v$.

In `norm_remainder_le`, the statement `key` is the induction over $m$, for all vectors and all $s\ge0$. The integral is replaced by a comparison theorem, `image_norm_le_of_norm_deriv_right_le_deriv_boundary`: a function whose norm starts below a bound, and whose derivative has norm at most the derivative of that bound, stays below it. `hd` and `hB` supply the two derivatives. Running along $s\,t$ handles both signs of $t$.

In `early_dynamics_error`, `hgrow` proves $\|A^kv\|\le M^k\|v\|$, `hrem` bounds each remainder, and `hdiff` cancels the equal sums. In `finite_cell_error`, `mem` keeps $H^kv$ in $S_k$, and a second induction gives the equality of powers.

`early_dynamics_witness` concerns a three-site chain and its two-site cell, with the particle on the first site. Both matrices are Hermitian, and their powers agree on this state for $j<2$ but not for $j=2$, when the second hop reaches the missing site. This part checks the matrix algebra and does not evaluate the error bound.

## A sharper bound from the same argument

If the remainders are added before $\|H^mv\|$ and $\|K^mv\|$ are replaced by powers of $M$, the result is
$$\|e^{-itH}v-e^{-itK}v\|\le\frac{|t|^m}{m!}\bigl(\|H^mv\|+\|K^mv\|\bigr).$$
This needs no estimate of the operator norms, only $m$ applications of each Hamiltonian to the initial state. For the three-site example with $m=2$ it gives $(1+\sqrt2)\,t^2/2$, against $2t^2$ from the bound with $M=\sqrt2$.
